# Saturation curves tell a single spin packet from a flat distribution of packets

How an EPR absorption signal saturates with rising microwave amplitude depends on whether the line is one spin packet or many packets at different resonance frequencies, and comparing the two cases requires a choice of how the packets are spread. Here the spread is flat: the inhomogeneous line consists of non-interacting packets, with every real detuning represented equally. The homogeneous line is a single packet observed on resonance.

Each packet obeys the Bloch equations in the rotating frame. Let T₁ and T₂ be the longitudinal and transverse relaxation times, γ the magnitude of the gyromagnetic ratio and B₁ the amplitude of the rotating microwave field. The dimensionless variables are

b = γB₁T₂,  y = (detuning) · T₂,  k = T₁/T₂.

The letter k is therefore neither Boltzmann's constant nor a rate. Many texts use the name "saturation parameter" for the product kb² = γ²B₁²T₁T₂. Both relaxation times are positive and finite, so k > 0.

The dispersion u, the absorption v and the longitudinal magnetization m are measured relative to the equilibrium magnetization. In the steady state their three rates of change vanish:

y v − u = 0
b m − y u − v = 0
1 − m − k b v = 0

The predicate `BlochSteadyState` is the conjunction of these equations. They are postulated, not derived from a spin Hamiltonian. The signal is taken to be proportional to v. The absorbed microwave power is proportional to bv instead, and it keeps increasing with b > 0 for both kinds of line.

```lean
import Mathlib

open Real MeasureTheory Filter Topology

namespace SaturationCurves

noncomputable section

/-- Steady state of the Bloch equations in the rotating frame, for dispersion `u`, absorption `v`
and longitudinal magnetization `m` (equilibrium value 1). The amplitude `b` and the detuning `y`
are in units of the transverse relaxation rate, and `k` is the ratio T1/T2. -/
def BlochSteadyState (k b y u v m : ℝ) : Prop :=
  y * v - u = 0 ∧ b * m - y * u - v = 0 ∧ 1 - m - k * b * v = 0
```

## (a) The steady state of one packet

Show that for k > 0 the equations have exactly one solution, namely

v = b/(1 + kb² + y²),  u = y v,  m = 1 − k b v.

The first equation gives u = yv and the third gives m = 1 − kbv. Inserting both into the second,

b(1 − kbv) − y²v − v = 0,
v(1 + kb² + y²) = b.

The bracket is at least 1, so division is allowed and v is fixed. Conversely, substituting the three expressions back satisfies all three equations.

The absorption found here is named `absorption k b y`, so the homogeneous peak signal is `absorption k b 0`.

```lean
/-- Absorption of one spin packet at microwave amplitude `b` and detuning `y`, for `k ≥ 0`. -/
def absorption (k b y : ℝ) : ℝ := b / (1 + k * b ^ 2 + y ^ 2)
```

Its Lebesgue integral over all real y is the inhomogeneous signal. Each unit interval of y carries the same weight, so the total number of spins is infinite. The shape of this curve as a function of b has physical meaning, but its height relative to that of a single packet does not.

```lean
/-- Signal of an inhomogeneous line: the absorption integrated over a flat distribution of
detunings. -/
def inhomogeneousSignal (k b : ℝ) : ℝ := ∫ y : ℝ, absorption k b y
```

The equivalence `↔` in the theorem states existence and uniqueness together. In the forward direction, `linear_combination y * h1 - h2 - b * h3` performs the whole elimination: this combination of the three equations is v(1 + kb² + y²) − b = 0.

```lean
/-- For `k > 0` the Bloch equations have exactly one steady state, and its absorption component
is `absorption k b y`. -/
theorem bloch_steady_state_iff {k : ℝ} (hk : 0 < k) (b y u v m : ℝ) :
    BlochSteadyState k b y u v m ↔
      v = absorption k b y ∧ u = y * absorption k b y ∧ m = 1 - k * b * absorption k b y := by
  have hD : 0 < 1 + k * b ^ 2 + y ^ 2 := by positivity
  constructor
  · rintro ⟨h1, h2, h3⟩
    -- eliminate the dispersion and the longitudinal magnetization
    have hv : v = absorption k b y := by
      unfold absorption
      rw [eq_div_iff hD.ne']
      linear_combination y * h1 - h2 - b * h3
    exact ⟨hv, by rw [← hv]; linarith, by rw [← hv]; linarith⟩
  · rintro ⟨hv, hu, hm⟩
    have hA : absorption k b y * (1 + k * b ^ 2 + y ^ 2) = b := by
      unfold absorption
      exact div_mul_cancel₀ b hD.ne'
    exact ⟨by rw [hu, hv]; ring, by rw [hm, hu, hv]; linear_combination (-1 : ℝ) * hA,
      by rw [hm, hv]; ring⟩
```

## (b) The peak signal at one particular amplitude

Evaluate the on-resonance absorption at b = 1/√k and show that it equals

1/(2√k).

At this amplitude kb² = 1, so the denominator 1 + kb² is 2 and the signal is (1/√k)/2. The Lean proof establishes kb² = 1 as `h` and rewrites with it.

```lean
/-- For `k > 0` the on-resonance absorption at amplitude `1/√k` is `1/(2√k)`. -/
theorem peak_at_optimum {k : ℝ} (hk : 0 < k) :
    absorption k (1 / √k) 0 = 1 / (2 * √k) := by
  have h : k * (1 / √k) ^ 2 = 1 := by
    rw [div_pow, Real.sq_sqrt hk.le]
    field_simp
  unfold absorption
  rw [h, div_div]
  congr 1
  ring
```

## (c) Every other amplitude gives less

Show that for every real b ≠ 1/√k

b/(1 + kb²) < 1/(2√k).

Since √k b ≠ 1, the square (√k b − 1)² is strictly positive. Expanding it,

kb² − 2√k b + 1 > 0,
2√k b < 1 + kb².

Dividing by the positive number 2√k(1 + kb²) gives the claim. In the code `hpos` is the strict positivity of the square, `he` is its expansion, and `div_lt_div_iff₀` clears the two denominators.

```lean
/-- For `k > 0`, every amplitude other than `1/√k` gives a strictly smaller on-resonance
absorption than `1/√k` does. -/
theorem peak_lt_optimum {k b : ℝ} (hk : 0 < k) (hb : b ≠ 1 / √k) :
    absorption k b 0 < absorption k (1 / √k) 0 := by
  have hs : 0 < √k := Real.sqrt_pos.mpr hk
  have hsq : √k ^ 2 = k := Real.sq_sqrt hk.le
  have hne : √k * b - 1 ≠ 0 := by
    intro h
    apply hb
    rw [eq_div_iff hs.ne']
    linarith
  -- the gap is governed by a perfect square
  have hpos : 0 < (√k * b - 1) ^ 2 :=
    lt_of_le_of_ne (sq_nonneg _) (pow_ne_zero 2 hne).symm
  have he : (√k * b - 1) ^ 2 = k * b ^ 2 - 2 * √k * b + 1 := by
    linear_combination b ^ 2 * hsq
  rw [peak_at_optimum hk]
  unfold absorption
  rw [div_lt_div_iff₀ (by positivity) (by positivity)]
  linarith
```

## (d) The power-broadened line shape

Write the absorption as a Lorentzian in the detuning:

b/(1 + kb² + y²) = [b/(1 + kb²)] · 1/(1 + (y/w)²),  w = √(1 + kb²).

Because w² = 1 + kb², the denominator on the left is w² + y² = w²(1 + y²/w²). Taking out the factor w² gives the right-hand side. For b ≠ 0, w is the half width at half maximum in units of 1/T₂. It grows with microwave amplitude, which is power broadening. The auxiliary identity `e` in the proof is this factorisation divided by w².

```lean
/-- For `k > 0` the absorption is a Lorentzian in the detuning, with the power-broadened
width `√(1 + k b²)`. -/
theorem absorption_eq_lorentzian {k : ℝ} (hk : 0 < k) (b y : ℝ) :
    absorption k b y =
      b / (1 + k * b ^ 2) * (1 + (y / √(1 + k * b ^ 2)) ^ 2)⁻¹ := by
  have hw : 0 < 1 + k * b ^ 2 := by positivity
  have hD : 0 < 1 + k * b ^ 2 + y ^ 2 := by positivity
  have e : 1 + y ^ 2 / (1 + k * b ^ 2) = (1 + k * b ^ 2 + y ^ 2) / (1 + k * b ^ 2) := by
    rw [add_div, div_self hw.ne']
  rw [div_pow, Real.sq_sqrt hw.le, e, inv_div]
  unfold absorption
  field_simp
```

## (e) The integral over all detunings

Show that the absorption is integrable over y and that, writing S(b) for the inhomogeneous signal,

S(b) = πb/√(1 + kb²).

Start from the Lorentzian form and substitute y = wx, dy = w dx:

S(b) = (b/w²) ∫ dy/(1 + (y/w)²)
  = (b/w²) · w ∫ dx/(1 + x²)
  = (b/w²) · w · π
  = πb/w.

The function 1/(1 + x²) is integrable, and neither rescaling its argument by w > 0 nor multiplying it by a constant changes that.

The substitution is carried out by Mathlib's `Measure.integral_comp_div`. For a function g and a real number a it says that the integral of g(y/a) over y equals |a| times the integral of g. The factor |a| is the Jacobian; `abs_of_pos` removes the absolute value because w > 0. The proof names g explicitly as `fun x : ℝ => (1 + x ^ 2)⁻¹`, which spares Lean from guessing it out of the composite expression. The lemma does not ask for g to be integrable, since Mathlib assigns the value 0 to the integral of a non-integrable function. Integrability is therefore proved as a separate part of the theorem. The last step, `key`, is the cancellation (b/w²) · wπ = πb/w.

```lean
/-- For `k > 0` the absorption is integrable over the detuning, and the inhomogeneous signal is
`π b / √(1 + k b²)`. -/
theorem inhomogeneousSignal_eq {k : ℝ} (hk : 0 < k) (b : ℝ) :
    Integrable (absorption k b) ∧
      inhomogeneousSignal k b = π * b / √(1 + k * b ^ 2) := by
  have hs : 0 < √(1 + k * b ^ 2) := Real.sqrt_pos.mpr (by positivity)
  have hf : absorption k b = fun y =>
      b / (1 + k * b ^ 2) * (1 + (y / √(1 + k * b ^ 2)) ^ 2)⁻¹ :=
    funext (absorption_eq_lorentzian hk b)
  constructor
  · rw [hf]
    exact (integrable_inv_one_add_sq.comp_div hs.ne').const_mul _
  · -- measure the detuning in units of the broadened width
    have hi : ∫ y : ℝ, (1 + (y / √(1 + k * b ^ 2)) ^ 2)⁻¹ =
        |√(1 + k * b ^ 2)| • ∫ x : ℝ, (1 + x ^ 2)⁻¹ :=
      Measure.integral_comp_div (fun x : ℝ => (1 + x ^ 2)⁻¹) _
    have key : ∀ s w : ℝ, 0 < s → s ^ 2 = w → b / w * (s * π) = π * b / s := by
      rintro s _ h rfl
      field_simp
    unfold inhomogeneousSignal
    rw [hf, integral_const_mul, hi, integral_univ_inv_one_add_sq, abs_of_pos hs, smul_eq_mul]
    exact key _ _ hs (Real.sq_sqrt (by positivity))
```

## (f) Growth without a maximum

Show that the inhomogeneous signal increases strictly with amplitude:

S(a) < S(b) whenever 0 ≤ a < b.

After division by π the claim is a/√(1 + ka²) < b/√(1 + kb²), or with the denominators cleared

a√(1 + kb²) < b√(1 + ka²).

Both sides are non-negative, so it is enough to compare their squares:

a² + ka²b² < b² + ka²b².

The common term cancels and a² < b² remains, which holds because b² − a² = (b − a)(b + a) > 0. In the statement `Set.Ici 0` is the interval [0, ∞). The tactic `nlinarith` closes the proof when supplied with the product (b − a)(a + b).

```lean
/-- For `k > 0` the inhomogeneous signal increases strictly with the amplitude `b ≥ 0`. -/
theorem inhomogeneousSignal_strictMonoOn {k : ℝ} (hk : 0 < k) :
    StrictMonoOn (inhomogeneousSignal k) (Set.Ici 0) := by
  intro a ha b _ hab
  have ha0 : 0 ≤ a := ha
  have hb0 : 0 < b := lt_of_le_of_lt ha0 hab
  rw [(inhomogeneousSignal_eq hk a).2, (inhomogeneousSignal_eq hk b).2, mul_div_assoc,
    mul_div_assoc]
  refine mul_lt_mul_of_pos_left ?_ Real.pi_pos
  rw [div_lt_div_iff₀ (Real.sqrt_pos.mpr (by positivity)) (Real.sqrt_pos.mpr (by positivity))]
  -- both sides are nonnegative, so it is enough to compare squares
  refine lt_of_pow_lt_pow_left₀ 2 (by positivity) ?_
  rw [mul_pow, mul_pow, Real.sq_sqrt (by positivity), Real.sq_sqrt (by positivity)]
  nlinarith [mul_pos (sub_pos.mpr hab) (add_pos_of_nonneg_of_pos ha0 hb0)]
```

## (g) The plateau at high power

Find the limit of the inhomogeneous signal as b → ∞:

S(b) → π/√k.

For b > 0 write 1 + kb² = b²(b⁻² + k) and take b out of the root:

S(b) = πb/(b√(b⁻² + k)) = π/√(b⁻² + k).

As b grows, b⁻² tends to 0, and continuity of the square root gives the limit. The rewritten form needs b > 0, so Lean uses it only for sufficiently large b: `h2.congr'` accepts two functions that agree eventually.

```lean
/-- For `k > 0` the inhomogeneous signal tends to `π/√k` at high microwave amplitude. -/
theorem inhomogeneousSignal_tendsto {k : ℝ} (hk : 0 < k) :
    Tendsto (inhomogeneousSignal k) atTop (𝓝 (π / √k)) := by
  have h1 : Tendsto (fun b : ℝ => (b⁻¹) ^ 2 + k) atTop (𝓝 k) := by
    simpa using (tendsto_inv_atTop_zero (𝕜 := ℝ)).pow 2 |>.add_const k
  have h2 : Tendsto (fun b : ℝ => π / √((b⁻¹) ^ 2 + k)) atTop (𝓝 (π / √k)) :=
    tendsto_const_nhds.div ((Real.continuous_sqrt.tendsto k).comp h1)
      (Real.sqrt_pos.mpr hk).ne'
  refine h2.congr' ?_
  filter_upwards [eventually_gt_atTop (0 : ℝ)] with b hb
  -- take the factor b out of the square root
  have e : 1 + k * b ^ 2 = b ^ 2 * ((b⁻¹) ^ 2 + k) := by
    have h : b * b⁻¹ = 1 := mul_inv_cancel₀ hb.ne'
    linear_combination (-(b * b⁻¹) - 1) * h
  rw [(inhomogeneousSignal_eq hk b).2, e, Real.sqrt_mul (sq_nonneg b), Real.sqrt_sq hb.le,
    mul_comm π b, mul_div_mul_left _ _ hb.ne']
```

## (h) The two saturation curves side by side

Show that for k > 0 and b > 0 the position of the homogeneous maximum is characterised by

[b'/(1 + kb'²) ≤ b/(1 + kb²) for all b' > 0] ⇔ b = 1/√k,

and combine this with the growth and the limit of S.

Suppose b is a maximiser but differs from 1/√k. By (c) the amplitude 1/√k then gives a strictly larger signal, a contradiction. Conversely, if b = 1/√k, then (c) shows that every other amplitude gives less, and b' = b gives equality. The statements about S are those of (f) and (g). The proof makes the same case distinction.

```lean
/-- Saturation curves for `k > 0`: among positive amplitudes the homogeneous peak signal is
maximal exactly at `b = 1/√k`, while the inhomogeneous signal increases strictly for `b ≥ 0` and
tends to `π/√k`. -/
theorem saturation_curves {k : ℝ} (hk : 0 < k) :
    (∀ b, 0 < b →
      ((∀ b', 0 < b' → absorption k b' 0 ≤ absorption k b 0) ↔ b = 1 / √k)) ∧
    StrictMonoOn (inhomogeneousSignal k) (Set.Ici 0) ∧
    Tendsto (inhomogeneousSignal k) atTop (𝓝 (π / √k)) := by
  refine ⟨fun b _ => ⟨fun h => ?_, fun h b' _ => ?_⟩,
    inhomogeneousSignal_strictMonoOn hk, inhomogeneousSignal_tendsto hk⟩
  · by_contra hne
    exact absurd (h (1 / √k) (by positivity)) (not_le_of_gt (peak_lt_optimum hk hne))
  · rw [h]
    by_cases h' : b' = 1 / √k
    · exact le_of_eq (by rw [h'])
    · exact (peak_lt_optimum hk h').le
```

## (i) No rescaling turns one curve into the other

Show that for k > 0 there are no real c and k' > 0 with

S(b) = c · b/(1 + k'b²) for all b > 0.

The constant c allows for an unknown signal gain. Together with the free k' it also allows for an unknown calibration of the amplitude axis, since replacing b by λb with λ > 0 merely changes c and k'.

Write A(b) = b/(1 + k'b²) and suppose that S = cA. Compare the amplitudes b₀ = 1/√k' and 2b₀. By (f), S(b₀) < S(2b₀). By (b) and (c),

A(2b₀) < A(b₀) = 1/(2√k').

Both S(b₀) and A(b₀) are positive, so c must be positive. Then

S(2b₀) = cA(2b₀) < cA(b₀) = S(b₀),

which contradicts the growth of S. In the code the two opposite inequalities are `hup` and `hdown`, and `hc` is the sign of c.

```lean
/-- An inhomogeneous saturation curve with `k > 0` is never a rescaled homogeneous one, whatever the
scale `c` and the relaxation-time ratio `k' > 0` of the latter. -/
theorem broadenings_distinguished {k k' : ℝ} (hk : 0 < k) (hk' : 0 < k') (c : ℝ) :
    ¬ ∀ b, 0 < b → inhomogeneousSignal k b = c * absorption k' b 0 := by
  intro h
  have hb : 0 < 1 / √k' := by positivity
  have h0 := h _ hb
  have h1 := h (2 * (1 / √k')) (by positivity)
  -- doubling the optimal amplitude raises one signal and lowers the other
  have hup : inhomogeneousSignal k (1 / √k') < inhomogeneousSignal k (2 * (1 / √k')) :=
    inhomogeneousSignal_strictMonoOn hk (Set.mem_Ici.mpr hb.le)
      (Set.mem_Ici.mpr (by positivity)) (by linarith)
  have hdown : absorption k' (2 * (1 / √k')) 0 < absorption k' (1 / √k') 0 :=
    peak_lt_optimum hk' (by linarith)
  have hI : 0 < inhomogeneousSignal k (1 / √k') := by
    rw [(inhomogeneousSignal_eq hk _).2]
    positivity
  have hA : 0 < absorption k' (1 / √k') 0 := by
    rw [peak_at_optimum hk']
    positivity
  have hc : 0 < c := by
    by_contra hc
    nlinarith [mul_nonneg (neg_nonneg.mpr (not_lt.mp hc)) hA.le]
  nlinarith [mul_pos hc (sub_pos.mpr hdown)]

end

end SaturationCurves
```

```lean
#print axioms SaturationCurves.bloch_steady_state_iff
-- 'SaturationCurves.bloch_steady_state_iff' depends on axioms: [propext, Classical.choice, Quot.sound]
#print axioms SaturationCurves.saturation_curves
-- 'SaturationCurves.saturation_curves' depends on axioms: [propext, Classical.choice, Quot.sound]
#print axioms SaturationCurves.broadenings_distinguished
-- 'SaturationCurves.broadenings_distinguished' depends on axioms: [propext, Classical.choice, Quot.sound]
```

## Low power and a finite envelope

When kb² is much smaller than 1, the homogeneous signal is approximately b and the inhomogeneous one approximately πb. Both are straight lines through the origin, and a gain factor maps one onto the other. A saturation curve recorded only at low power therefore hardly distinguishes the two broadenings. In the formal case k = k' = 0, which would mean T₁ = 0 and is not physical, the agreement is complete, with c = π.

The model replaces the finite inhomogeneous envelope of a real sample by a flat one. For the signal at the centre of a broad, smooth envelope this is a good approximation while the power-broadened packet width √(1 + kb²) stays well below the envelope width. At still higher power a real inhomogeneous line is expected to pass through a maximum and decline as well, so the plateau describes an intermediate range. The curves also refer to the absorption itself, not to the derivative signal recorded with field modulation.

For continuous-wave saturation curves computed from independent Bloch packets with a flat spread of detunings, the result means that a fitted gain and a fitted amplitude scale cannot make the two saturation laws agree at all amplitudes.
